# A repulsive lattice with nonpositive hopping matrix elements has at most one strictly positive, normalised Gross-Pitaevskii state

A Bose condensate sits in two wells, numbered 0 and 1, with on-site energies $a$ and $b$ and tunnelling amplitude $t\ge 0$. In mean-field theory a stationary state has real amplitudes $x_0,x_1$ with $x_0^2+x_1^2=1$ and

$$a x_0-t x_1+Ux_0^3=l x_0,\qquad -t x_0+b x_1+Ux_1^3=l x_1 .$$

Here $U>0$ is the repulsion and $l$ the chemical potential, usually written $\mu$. Can there be two such states with both amplitudes positive?

Take a positive solution $x$ and any real unit vector $z$. Completing a square in the tunnelling energy gives

$$-2t z_0z_1=-t\frac{x_1}{x_0}z_0^2-t\frac{x_0}{x_1}z_1^2+t x_0x_1\Big(\frac{z_0}{x_0}-\frac{z_1}{x_1}\Big)^2 .$$

The last term is nonnegative. The stationary equations say that $a-t x_1/x_0=l-Ux_0^2$ and $b-t x_0/x_1=l-Ux_1^2$, so the one-body energy of $z$ is at least $l-U(x_0^2z_0^2+x_1^2z_1^2)$. Adding the interaction energy $\frac U2(z_0^4+z_1^4)$ and completing squares once more shows that $z$ lies above $x$ in energy by at least $\frac U2\sum_i(z_i^2-x_i^2)^2$. Two positive solutions would each lie at or below the other, so their densities agree, and so do their positive amplitudes.

The same argument works on any finite set of sites.

In Lean 4 with Mathlib:

```lean
import Mathlib

open Matrix

namespace DiscreteGrossPitaevskii

variable {n : Type*} [Fintype n]
```

## The lattice, the state and the energy

The sites form the finite type `n`, and `H` contains the one-body physics: trap energies on the diagonal, which are unrestricted, and hopping off the diagonal. `IsHopping H` records that `H` is symmetric and that $H_{ij}\le 0$ for $i\ne j$. The textbook amplitude is thus $t_{ij}=-H_{ij}\ge 0$. The lattice need not be connected.

```lean
/-- A lattice Hamiltonian: a real symmetric matrix whose off-diagonal (hopping) entries are
nonpositive. -/
structure IsHopping (H : Matrix n n ℝ) : Prop where
  symm : H.IsSymm
  offDiag : ∀ i j, i ≠ j → H i j ≤ 0
```

`PositiveState H U l x` collects strict positivity, unit norm and the stationary equation; `H *ᵥ x` is the matrix-vector product. Since the norm is one, `U` stands for the on-site interaction multiplied by the number of particles.

```lean
/-- A strictly positive unit vector `x` that solves the discrete Gross-Pitaevskii equation with
interaction `U` and chemical potential `l`. -/
structure PositiveState (H : Matrix n n ℝ) (U l : ℝ) (x : n → ℝ) : Prop where
  pos : ∀ i, 0 < x i
  unit : ∑ i, x i ^ 2 = 1
  stationary : ∀ i, (H *ᵥ x) i + U * x i ^ 3 = l * x i
```

The energy per particle is

$$E(z)=z\cdot Hz+\frac U2\sum_i z_i^4 ,$$

and for a stationary state it differs from the chemical potential by $\frac U2\sum_i x_i^4$.

```lean
/-- The Gross-Pitaevskii energy: the quadratic form of `H` plus the on-site interaction. -/
noncomputable def gpEnergy (H : Matrix n n ℝ) (U : ℝ) (z : n → ℝ) : ℝ :=
  z ⬝ᵥ (H *ᵥ z) + U / 2 * ∑ i, z i ^ 4
```

The amplitudes are real, which leaves out complex hopping phases. The step from this model to a real condensate involves the mean-field assumption that all particles share one orbital, and the restriction of that orbital to one mode per site. Existence of a positive state is not claimed in general. Of the remarks below on weakened hypotheses, only the attractive dimer is a checked theorem.

## Symmetry of H

Physically, symmetry says that hopping from $i$ to $j$ has the same real amplitude as hopping back. By hand it enters when the square is expanded. If $x$ has no zeros,

$$x_ix_j\Big(\frac{z_i}{x_i}-\frac{z_j}{x_j}\Big)^2=\frac{x_j}{x_i}z_i^2+\frac{x_i}{x_j}z_j^2-2z_iz_j .$$

Multiply by $H_{ij}$ and sum over both indices. The first term gives $\sum_i z_i^2(Hx)_i/x_i$. The second gives the same after the names $i$ and $j$ are exchanged, because $H_{ji}=H_{ij}$. The third gives $-2\,z\cdot Hz$. Hence

$$z\cdot Hz=\sum_i z_i^2\frac{(Hx)_i}{x_i}-\frac12\sum_{i,j}H_{ij}x_ix_j\Big(\frac{z_i}{x_i}-\frac{z_j}{x_j}\Big)^2 .$$

In the proof, `hA` and `hB` write the two single sums as double sums, `hC` is the exchange of sites and the only place where symmetry is used, and `hD` expands the square.

```lean
/-- Ground-state representation: for symmetric `H` and a reference vector `x` without zeros, the
quadratic form of `H` is a local term minus a weighted sum of squared differences of `z / x`. -/
theorem ground_state_representation {H : Matrix n n ℝ} (hH : H.IsSymm) {x : n → ℝ}
    (hx : ∀ i, x i ≠ 0) (z : n → ℝ) :
    z ⬝ᵥ (H *ᵥ z) = ∑ i, z i ^ 2 * ((H *ᵥ x) i / x i)
      - 1 / 2 * ∑ i, ∑ j, H i j * (x i * x j) * (z i / x i - z j / x j) ^ 2 := by
  have hA : z ⬝ᵥ (H *ᵥ z) = ∑ i, ∑ j, H i j * z i * z j := by
    simp only [dotProduct, Matrix.mulVec, Finset.mul_sum]
    exact Finset.sum_congr rfl fun i _ => Finset.sum_congr rfl fun j _ => by ring
  have hB : ∑ i, z i ^ 2 * ((H *ᵥ x) i / x i)
      = ∑ i, ∑ j, H i j * x j * (z i ^ 2 / x i) := by
    simp only [dotProduct, Matrix.mulVec, Finset.sum_div, Finset.mul_sum]
    exact Finset.sum_congr rfl fun i _ => Finset.sum_congr rfl fun j _ => by ring
  -- symmetry of `H` lets the two sites exchange roles
  have hC : ∑ i, ∑ j, H i j * x i * (z j ^ 2 / x j)
      = ∑ i, ∑ j, H i j * x j * (z i ^ 2 / x i) := by
    refine Finset.sum_comm.trans
      (Finset.sum_congr rfl fun i _ => Finset.sum_congr rfl fun j _ => ?_)
    rw [hH.apply i j]
  -- expand the square
  have hD : ∑ i, ∑ j, H i j * (x i * x j) * (z i / x i - z j / x j) ^ 2
      = ∑ i, ∑ j, H i j * x j * (z i ^ 2 / x i) + ∑ i, ∑ j, H i j * x i * (z j ^ 2 / x j)
        - 2 * ∑ i, ∑ j, H i j * z i * z j := by
    simp only [Finset.mul_sum, ← Finset.sum_add_distrib, ← Finset.sum_sub_distrib]
    refine Finset.sum_congr rfl fun i _ => Finset.sum_congr rfl fun j _ => ?_
    have hi := hx i
    have hj := hx j
    field_simp
    ring
  rw [hD, hC, hA, hB]
  ring
```

Without symmetry the energy argument fails. Take two sites with zero on-site energies and different positive amplitudes in the two directions: the energy is lowest at equal populations, which do not solve the stationary equation. Uniqueness itself survives, by a comparison. Name the chemical potentials of the solutions $x$ and $y$ so that $m\le l$, with $m$ belonging to $y$, and let $s=y_i/x_i$ be the largest ratio. The sign of the hopping gives $(Hy)_i\ge s(Hx)_i$, hence $Ux_i^2(s^2-1)\le m-l\le 0$ and $s\le 1$. So $y\le x$ at every site, and equal norms force $y=x$.

## Nonpositive off-diagonal entries

With this sign, tunnelling lowers the energy when neighbouring amplitudes have the same sign. In the identity above, each term with $i\ne j$ has $H_{ij}\le 0$ multiplied by a positive number and a square, so the double sum is at most zero. The terms with $i=j$ vanish, which is why the trap energies may have any sign. Therefore

$$z\cdot Hz\ge\sum_i z_i^2\frac{(Hx)_i}{x_i}.$$

The quotient $(Hx)_i/x_i$ is the local energy of the reference state. The proof makes the same case distinction in `hneg` and then inserts the identity.

```lean
/-- For a lattice Hamiltonian and a strictly positive reference vector `x`, the quadratic form at
any `z` is at least the weighted sum of the local energies `(H x) i / x i` with weights `z i ^ 2`.
-/
theorem local_energy_bound {H : Matrix n n ℝ} (hH : IsHopping H) {x : n → ℝ}
    (hx : ∀ i, 0 < x i) (z : n → ℝ) :
    ∑ i, z i ^ 2 * ((H *ᵥ x) i / x i) ≤ z ⬝ᵥ (H *ᵥ z) := by
  have hneg : ∑ i, ∑ j, H i j * (x i * x j) * (z i / x i - z j / x j) ^ 2 ≤ 0 := by
    refine Finset.sum_nonpos fun i _ => Finset.sum_nonpos fun j _ => ?_
    by_cases hij : i = j
    · subst hij
      simp
    · exact mul_nonpos_of_nonpos_of_nonneg
        (mul_nonpos_of_nonpos_of_nonneg (hH.offDiag i j hij) (mul_pos (hx i) (hx j)).le)
        (sq_nonneg _)
  rw [ground_state_representation hH.symm (fun i => (hx i).ne') z]
  linarith
```

If positive off-diagonal entries are allowed, uniqueness can fail even under repulsion. Changing the sign of $H$, $U$ and $l$ in the attractive dimer at the end gives a repulsive lattice with hopping matrix element $+1$ and the same two positive solutions.

## The stationary equation and the unit norm

The stationary equation balances hopping, trap and interaction at each site against one common chemical potential; the unit norm makes each $x_i^2$ the fraction of the particles on site $i$. Dividing the equation by $x_i$ gives $(Hx)_i/x_i=l-Ux_i^2$. For a unit vector $z$ the bound becomes

$$z\cdot Hz\ge l-U\sum_i z_i^2x_i^2 .$$

Multiplying the equation by $x_i$ instead and summing gives $x\cdot Hx=l-U\sum_i x_i^4$, so $E(x)=l-\frac U2\sum_i x_i^4$. Consequently

$$\begin{aligned}E(z)&\ge l-U\sum_i z_i^2x_i^2+\frac U2\sum_i z_i^4\\&=E(x)+\frac U2\sum_i(z_i^2-x_i^2)^2 .\end{aligned}$$

In `energy_gap`, `hloc` and `hxx` are the two uses of the stationary equation, `hsq` expands the squared density difference, and the two norms cancel the terms in $l$. The sign of $U$ has not yet been used.

```lean
/-- For a lattice Hamiltonian, the energy of any unit vector `z` exceeds that of a positive
solution `x` by at least `U / 2` times the squared distance of their density profiles. -/
theorem energy_gap {H : Matrix n n ℝ} (hH : IsHopping H) {U l : ℝ} {x z : n → ℝ}
    (hx : PositiveState H U l x) (hz : ∑ i, z i ^ 2 = 1) :
    gpEnergy H U x + U / 2 * ∑ i, (z i ^ 2 - x i ^ 2) ^ 2 ≤ gpEnergy H U z := by
  have hb := local_energy_bound hH hx.pos z
  -- the stationary equation fixes the local energy
  have hloc : ∑ i, z i ^ 2 * ((H *ᵥ x) i / x i)
      = l * ∑ i, z i ^ 2 - U * ∑ i, z i ^ 2 * x i ^ 2 := by
    simp only [Finset.mul_sum, ← Finset.sum_sub_distrib]
    refine Finset.sum_congr rfl fun i _ => ?_
    have h : (H *ᵥ x) i / x i = l - U * x i ^ 2 := by
      rw [div_eq_iff (hx.pos i).ne']
      linear_combination hx.stationary i
    rw [h]
    ring
  have hxx : x ⬝ᵥ (H *ᵥ x) = l * ∑ i, x i ^ 2 - U * ∑ i, x i ^ 4 := by
    simp only [dotProduct, Finset.mul_sum, ← Finset.sum_sub_distrib]
    refine Finset.sum_congr rfl fun i _ => ?_
    linear_combination x i * hx.stationary i
  have hsq : ∑ i, (z i ^ 2 - x i ^ 2) ^ 2
      = ∑ i, z i ^ 4 - 2 * ∑ i, z i ^ 2 * x i ^ 2 + ∑ i, x i ^ 4 := by
    simp only [Finset.mul_sum, ← Finset.sum_add_distrib, ← Finset.sum_sub_distrib]
    exact Finset.sum_congr rfl fun i _ => by ring
  rw [hloc, hz] at hb
  unfold gpEnergy
  rw [hxx, hx.unit, hsq]
  linarith
```

Without a fixed norm there is a continuum of solutions already on one site: for $H=(h)$ every $x>0$ solves the equation with $l=h+Ux^2$.

## Repulsion

The condition $U>0$ means that crowding particles onto one site costs energy. It makes the last term of the inequality nonnegative, so $E(z)\ge E(x)$ for every real unit vector $z$. If the energies are equal, then $\sum_i(z_i^2-x_i^2)^2=0$. Each square vanishes, and $|z_i|=x_i$ at every site.

The first part of `positive_state_minimises` is this inequality. For the second, `h0` shows that the sum is zero, since a positive sum multiplied by $U$ would contradict equal energies; `Finset.sum_eq_zero_iff_of_nonneg` then passes to single sites.

```lean
/-- For a lattice Hamiltonian with repulsion `U > 0`, a positive solution minimises the energy
among unit vectors, and every unit vector of the same energy has the same moduli. -/
theorem positive_state_minimises {H : Matrix n n ℝ} (hH : IsHopping H) {U l : ℝ} (hU : 0 < U)
    {x z : n → ℝ} (hx : PositiveState H U l x) (hz : ∑ i, z i ^ 2 = 1) :
    gpEnergy H U x ≤ gpEnergy H U z ∧
      (gpEnergy H U z = gpEnergy H U x → ∀ i, |z i| = x i) := by
  have hgap := energy_gap hH hx hz
  have hnn : 0 ≤ ∑ i, (z i ^ 2 - x i ^ 2) ^ 2 := Finset.sum_nonneg fun i _ => sq_nonneg _
  refine ⟨by nlinarith [mul_nonneg hU.le hnn], fun he i => ?_⟩
  -- equal energies leave no room for a density difference
  have h0 : ∑ i, (z i ^ 2 - x i ^ 2) ^ 2 = 0 := by
    refine le_antisymm ?_ hnn
    by_contra hc
    have := mul_pos hU (not_le.mp hc)
    linarith
  have hi := (Finset.sum_eq_zero_iff_of_nonneg fun i _ => sq_nonneg _).mp h0 i
    (Finset.mem_univ i)
  have hsq : z i ^ 2 = x i ^ 2 := sub_eq_zero.mp (pow_eq_zero_iff two_ne_zero |>.mp hi)
  rw [← abs_of_pos (hx.pos i)]
  exact (sq_eq_sq_iff_abs_eq_abs _ _).mp hsq
```

At $U=0$ uniqueness can fail on a disconnected lattice: for $H=0$ every positive unit vector is a solution with $l=0$. For $U<0$ it can fail on a connected one, as the attractive dimer shows.

## Strict positivity of both states

A strictly positive state occupies every site and has no sign changes. Positivity of the reference state has already allowed division by $x_i$ and fixed the sign of $x_ix_j$. Positivity of the second state finishes the argument. Let $x$ and $y$ be positive solutions with chemical potentials $l$ and $m$. Taking each in turn as the reference gives $E(x)\le E(y)$ and $E(y)\le E(x)$. The energies are equal, so $|y_i|=x_i$, and $y_i>0$ gives $y_i=x_i$. At any one site the two stationary equations now read $l x_i=m x_i$, and $x_i>0$ gives $l=m$.

`positive_state_unique` applies the previous theorem twice, as `hxy` and `hyx`, and removes the absolute value with `abs_of_pos`. The case distinction at the end supplies a site: an empty lattice would have norm zero, against `hx.unit`.

```lean
/-- Uniqueness: for a lattice Hamiltonian with repulsion `U > 0`, two strictly positive unit
solutions of the discrete Gross-Pitaevskii equation and their chemical potentials coincide. -/
theorem positive_state_unique {H : Matrix n n ℝ} (hH : IsHopping H) {U l m : ℝ} (hU : 0 < U)
    {x y : n → ℝ} (hx : PositiveState H U l x) (hy : PositiveState H U m y) :
    x = y ∧ l = m := by
  -- each state minimises the energy, so the energies agree
  have hxy := positive_state_minimises hH hU hx hy.unit
  have hyx := positive_state_minimises hH hU hy hx.unit
  have h : x = y := by
    funext i
    rw [← hxy.2 (le_antisymm hyx.1 hxy.1) i, abs_of_pos (hy.pos i)]
  subst h
  refine ⟨rfl, ?_⟩
  rcases isEmpty_or_nonempty n with hn | ⟨⟨i⟩⟩
  · have h1 := hx.unit
    simp at h1
  · exact mul_right_cancel₀ (hx.pos i).ne' ((hx.stationary i).symm.trans (hy.stationary i))
```

If sign changes are allowed, the symmetric dimer with $t>0$ has both $(1,1)/\sqrt2$ and $(1,-1)/\sqrt2$ as solutions, with different chemical potentials. Mere nonnegativity is too weak on a disconnected lattice: for $H=0$ on two sites, $(1,0)$ and $(1,1)/\sqrt2$ both solve the equation.

For self-consistent iterations on this finite, real mean-field model, all run with the same `H` satisfying `IsHopping` and the same $U>0$, the theorem means that two runs with exact limits that are strictly positive unit solutions have found the same state. It does not say that an iteration converges.

## A repulsive dimer and an attractive one

The matrix of the opening example satisfies `IsHopping` for all on-site energies and every $t\ge 0$; the proof checks its entries.

```lean
/-- Two sites with energies `a`, `b` and tunnelling amplitude `t ≥ 0` form a lattice
Hamiltonian. -/
theorem isHopping_twoSite (a b t : ℝ) (ht : 0 ≤ t) : IsHopping !![a, -t; -t, b] where
  symm := Matrix.IsSymm.ext fun i j => by fin_cases i <;> fin_cases j <;> simp
  offDiag := fun i j hij => by fin_cases i <;> fin_cases j <;> simp_all
```

The hypotheses are met by unequal wells with $a=14$, $b=0$, $t=12$ and $U=25$. The state $(3/5,4/5)$ has populations $9/25$ and $16/25$ and chemical potential $7$. At site 0, for instance, $14\cdot\frac35-12\cdot\frac45+25\cdot\frac{27}{125}=\frac{21}{5}=7\cdot\frac35$.

```lean
/-- A repulsive two-site lattice with `U = 25` and the positive solution `(3/5, 4/5)` of chemical
potential `7`. -/
theorem positive_state_witness :
    IsHopping !![(14 : ℝ), -12; -12, 0] ∧
      PositiveState !![(14 : ℝ), -12; -12, 0] 25 7 ![3 / 5, 4 / 5] := by
  refine ⟨isHopping_twoSite 14 0 12 (by norm_num), ?_, ?_, ?_⟩
  · rw [Fin.forall_fin_two]
    constructor <;> norm_num
  · norm_num [Fin.sum_univ_two]
  · rw [Fin.forall_fin_two]
    constructor <;> norm_num [Matrix.mulVec, dotProduct, Fin.sum_univ_two]
```

For equal wells with $a=b=0$, $t=1$ and the attraction $U=-25/12$, the states $(3/5,4/5)$ and $(4/5,3/5)$ both solve the equation with $l=-25/12$. At this strength the attraction can sustain a surplus in either well. The proof verifies positivity, norm and both site equations for each state, and tells the states apart by their amplitudes at site 0.

```lean
/-- With attraction `U = -25/12`, the two-site lattice with zero on-site energies and tunnelling
amplitude `1` has two different positive solutions, mirror images of each other, with the same
chemical potential. -/
theorem attractive_not_unique :
    IsHopping !![(0 : ℝ), -1; -1, 0] ∧
      PositiveState !![(0 : ℝ), -1; -1, 0] (-25 / 12) (-25 / 12) ![3 / 5, 4 / 5] ∧
      PositiveState !![(0 : ℝ), -1; -1, 0] (-25 / 12) (-25 / 12) ![4 / 5, 3 / 5] ∧
      (![3 / 5, 4 / 5] : Fin 2 → ℝ) ≠ ![4 / 5, 3 / 5] := by
  refine ⟨isHopping_twoSite 0 0 1 (by norm_num), ⟨?_, ?_, ?_⟩, ⟨?_, ?_, ?_⟩, ?_⟩
  · rw [Fin.forall_fin_two]
    constructor <;> norm_num
  · norm_num [Fin.sum_univ_two]
  · rw [Fin.forall_fin_two]
    constructor <;> norm_num [Matrix.mulVec, dotProduct, Fin.sum_univ_two]
  · rw [Fin.forall_fin_two]
    constructor <;> norm_num
  · norm_num [Fin.sum_univ_two]
  · rw [Fin.forall_fin_two]
    constructor <;> norm_num [Matrix.mulVec, dotProduct, Fin.sum_univ_two]
  · intro h
    have h0 := congrFun h 0
    norm_num at h0

end DiscreteGrossPitaevskii
```

```lean
#print axioms DiscreteGrossPitaevskii.positive_state_unique
-- 'DiscreteGrossPitaevskii.positive_state_unique' depends on axioms: [propext, Classical.choice, Quot.sound]
#print axioms DiscreteGrossPitaevskii.attractive_not_unique
-- 'DiscreteGrossPitaevskii.attractive_not_unique' depends on axioms: [propext, Classical.choice, Quot.sound]
```
